# Least-squares recovery from N ≥ 2 images with phases π/N apart has noise gain 2/N

The images of a weak phase object in a focal series are modelled here, at one spatial frequency, by sine transfer factors whose aberration phases advance by exactly \(\pi/N\) from one image to the next. For \(N\) images numbered \(n=0,\dots,N-1\), and a known real phase \(x\) of the first image, the transfer factor is

\[
t_n=\sin\left(x+\frac{n\pi}{N}\right).
\]

The spacing stands for a choice of defocus values. A defocus step \(\Delta\) changes the phase at spatial frequency \(q\) by \(\pi\lambda\Delta q^2\) in magnitude, where \(\lambda\) is the electron wavelength. A fixed step therefore meets the condition at only one value of \(|q|\). The result holds for every starting phase \(x\), not for every spatial frequency of one fixed series.

## The minimizer and its noise gain

Let \(d_n\) be the real data at this spatial frequency and \(u\) a trial amplitude. The amplitude absorbs constant factors of the image contrast, such as the factor 2 in the linear image intensity of a weak phase object. The misfit is

\[
F(u)=\sum_{n=0}^{N-1}(d_n-u\,t_n)^2 .
\]

For \(N\ge2\), its unique minimizer is

\[
\hat u=\sum_{n=0}^{N-1}w_n d_n,\qquad w_n=\frac2N\,t_n,
\qquad\text{and}\qquad \sum_{n=0}^{N-1}w_n^2=\frac2N .
\]

The last sum is the noise gain: if the data \(d_n\) carry uncorrelated noise of equal variance \(\sigma^2\), the variance of \(\hat u\) is \(2\sigma^2/N\). It does not depend on \(x\), so no starting phase produces a transfer gap.

## The denominator in a Fourier-space solver

A linear focal-series reconstruction that fits one amplitude per Fourier component by unweighted, unregularised least squares divides by \(\sum_n t_n^2\). At a spatial frequency where the phases of \(N\ge2\) images are \(\pi/N\) apart, this undamped model gives the denominator \(N/2\) for every starting phase, and the fit of that component needs no regularisation against a small denominator. At other frequencies of the same series the sum has to be evaluated, and it can be small: it tends to zero wherever all the phases tend to zero, as they do near \(q=0\) in a series without a phase plate. For \(N=2\) the formula reduces to \(\hat u=d_0\sin x+d_1\cos x\), with noise gain 1, which is a convenient check of the phase and normalisation conventions in a code.

## From a telescoping sum to the parabola

Put \(\theta=\pi/N\). The product formula gives

\[
2\sin\theta\,\cos(2x+2n\theta)
=\sin(2x+(2n+1)\theta)-\sin(2x+(2n-1)\theta).
\]

Summing over \(n\) leaves only the end points:

\[
2\sin\theta\sum_{n=0}^{N-1}\cos(2x+2n\theta)
=\sin(2x+(2N-1)\theta)-\sin(2x-\theta)=0,
\]

because \((2N-1)\theta=2\pi-\theta\). For \(N\ge2\) we have \(0<\theta\le\pi/2\), so \(\sin\theta>0\) and the cosine sum vanishes. With \(\sin^2 a=\tfrac12-\tfrac12\cos 2a\),

\[
\sum_{n=0}^{N-1}t_n^2=\frac N2 .
\]

The definition of \(\hat u\) gives \(\sum_n t_nd_n=(N/2)\hat u\). Expanding the misfit,

\[
F(u)=\sum_{n=0}^{N-1}d_n^2-Nu\hat u+\frac N2u^2
=F(\hat u)+\frac N2(u-\hat u)^2 .
\]

The final term is positive unless \(u=\hat u\), which proves unique minimality. The noise gain is \((2/N)^2(N/2)=2/N\).

Three consequences follow.

- **Noise-free data.** If \(d_n=a\,t_n\), then \(\hat u=(2/N)\,a\,(N/2)=a\).
- **Optimal weights.** If real weights \(c_n\) reproduce every noise-free amplitude, then \(\sum_n c_nt_n=1\). Cauchy–Schwarz gives \(1\le(\sum_n c_n^2)(N/2)\), so their noise gain is at least \(2/N\).
- **Complex data.** Since \(t_n\) is real, \(\sum_n|d_n-u\,t_n|^2\) splits into separate misfits for the real and imaginary parts. The excess over the minimum is \((N/2)|u-\hat u|^2\), so the same weights give the unique complex minimizer.

## The Lean source

```lean
import Mathlib

open scoped Real

namespace FocalSeries

noncomputable section

/-- Contrast transfer of image `n` in a series of `N ≥ 1` images, where image `0` has aberration
phase `x`: the phase advances by `π / N` from one image to the next. -/
def transfer (N : ℕ) (x : ℝ) (n : ℕ) : ℝ := Real.sin (x + n * π / N)

/-- Weight given to image `n` in the recovery from `N ≥ 1` images. -/
def weight (N : ℕ) (x : ℝ) (n : ℕ) : ℝ := 2 / N * transfer N x n

/-- Recovered amplitude: the weighted sum of the data of `N ≥ 1` images. -/
def estimate (N : ℕ) (x : ℝ) (d : ℕ → ℝ) : ℝ :=
  ∑ n ∈ Finset.range N, weight N x n * d n

/-- Sum of squared deviations between the data of `N ≥ 1` images and the images predicted
from the amplitude `u`. -/
def misfit (N : ℕ) (x : ℝ) (d : ℕ → ℝ) (u : ℝ) : ℝ :=
  ∑ n ∈ Finset.range N, (d n - u * transfer N x n) ^ 2

/-- Recovered amplitude for complex data, such as Fourier components of `N ≥ 1` images. -/
def complexEstimate (N : ℕ) (x : ℝ) (d : ℕ → ℂ) : ℂ :=
  ∑ n ∈ Finset.range N, (weight N x n : ℂ) * d n

/-- For at least two images, the cosines of the doubled phases cancel over the series. -/
theorem sum_cos_double_phase {N : ℕ} (hN : 2 ≤ N) (x : ℝ) :
    ∑ n ∈ Finset.range N, Real.cos (2 * (x + n * π / N)) = 0 := by
  have hN' : (2 : ℝ) ≤ N := by exact_mod_cast hN
  have hpos : (0 : ℝ) < N := by linarith
  have hs : 0 < Real.sin (π / N) := by
    apply Real.sin_pos_of_pos_of_lt_pi
    · exact div_pos Real.pi_pos hpos
    · rw [div_lt_iff₀ hpos]
      nlinarith [Real.pi_pos]
  -- multiplied by 2 sin(π/N), the sum telescopes
  have tel : ∀ M : ℕ, 2 * Real.sin (π / N) *
      ∑ n ∈ Finset.range M, Real.cos (2 * (x + n * π / N)) =
      Real.sin (2 * x + (2 * (M : ℝ) - 1) * (π / N)) - Real.sin (2 * x - π / N) := by
    intro M
    induction M with
    | zero =>
      have h0 : 2 * x + (2 * ((0 : ℕ) : ℝ) - 1) * (π / N) = 2 * x - π / N := by
        push_cast
        ring
      rw [h0]
      simp
    | succ M ih =>
      have h1 : 2 * x + (2 * ((M + 1 : ℕ) : ℝ) - 1) * (π / N) =
          2 * (x + M * π / N) + π / N := by
        push_cast
        ring
      have h2 : 2 * x + (2 * (M : ℝ) - 1) * (π / N) = 2 * (x + M * π / N) - π / N := by
        ring
      rw [Finset.sum_range_succ, mul_add, ih, h1, h2,
        Real.sin_add (2 * (x + M * π / N)) (π / N),
        Real.sin_sub (2 * (x + M * π / N)) (π / N)]
      ring
  -- the two end points differ by a full period
  have hc : (N : ℝ) * (π / N) = π := by field_simp
  have hend : 2 * x + (2 * (N : ℝ) - 1) * (π / N) = 2 * x - π / N + 2 * π := by
    linear_combination 2 * hc
  have h := tel N
  rw [hend, Real.sin_add_two_pi, sub_self] at h
  exact (mul_eq_zero.mp h).resolve_left (mul_pos two_pos hs).ne'

/-- For `N ≥ 2` images the total squared transfer is `N / 2` at every aberration phase. -/
theorem sum_transfer_sq {N : ℕ} (hN : 2 ≤ N) (x : ℝ) :
    ∑ n ∈ Finset.range N, transfer N x n ^ 2 = N / 2 := by
  have h : ∀ n : ℕ, transfer N x n ^ 2 =
      1 / 2 - 1 / 2 * Real.cos (2 * (x + n * π / N)) := by
    intro n
    rw [transfer, Real.cos_two_mul]
    linear_combination Real.sin_sq_add_cos_sq (x + n * π / N)
  rw [Finset.sum_congr rfl (fun n _ => h n), Finset.sum_sub_distrib, ← Finset.mul_sum,
    sum_cos_double_phase hN, Finset.sum_const, Finset.card_range, nsmul_eq_mul]
  ring

/-- For `N ≥ 2` images the misfit is a parabola in the trial amplitude, with its vertex at
the recovered amplitude and curvature set by `N / 2`. -/
theorem misfit_eq {N : ℕ} (hN : 2 ≤ N) (x : ℝ) (d : ℕ → ℝ) (u : ℝ) :
    misfit N x d u =
      misfit N x d (estimate N x d) + N / 2 * (u - estimate N x d) ^ 2 := by
  have hpos : (0 : ℝ) < N := by exact_mod_cast (by omega : 0 < N)
  have hc : (N : ℝ) / 2 * (2 / N) = 1 := by field_simp
  -- the correlation of data and transfer is proportional to the estimate
  have hE : ∑ n ∈ Finset.range N, transfer N x n * d n = N / 2 * estimate N x d := by
    rw [estimate, Finset.mul_sum]
    refine Finset.sum_congr rfl fun n _ => ?_
    rw [weight]
    linear_combination (-(transfer N x n * d n)) * hc
  have expand : ∀ v : ℝ, misfit N x d v = ∑ n ∈ Finset.range N, d n ^ 2
      - 2 * v * (N / 2 * estimate N x d) + v ^ 2 * (N / 2) := by
    intro v
    rw [← hE, ← sum_transfer_sq hN x, misfit, Finset.mul_sum, Finset.mul_sum,
      ← Finset.sum_sub_distrib, ← Finset.sum_add_distrib]
    exact Finset.sum_congr rfl fun n _ => by ring
  rw [expand u, expand (estimate N x d)]
  ring

/-- For `N ≥ 2` images and any aberration phase, every amplitude other than the recovered one
has a strictly larger misfit, and the sum of the squared weights is `2 / N`. -/
theorem focal_series_recovery {N : ℕ} (hN : 2 ≤ N) (x : ℝ) (d : ℕ → ℝ) :
    (∀ u, u ≠ estimate N x d → misfit N x d (estimate N x d) < misfit N x d u) ∧
      ∑ n ∈ Finset.range N, weight N x n ^ 2 = 2 / N := by
  have hpos : (0 : ℝ) < N := by exact_mod_cast (by omega : 0 < N)
  constructor
  · intro u hu
    have hsq : 0 < (u - estimate N x d) ^ 2 := pow_pos_of_ne (sub_ne_zero.mpr hu)
    have hgap := mul_pos (half_pos hpos) hsq
    rw [misfit_eq hN x d u]
    linarith
  · have hc : (2 : ℝ) / N * (N / 2) = 1 := by field_simp
    have hw : ∑ n ∈ Finset.range N, weight N x n ^ 2 = (2 / (N : ℝ)) ^ 2 * (N / 2) := by
      rw [← sum_transfer_sq hN x, Finset.mul_sum]
      exact Finset.sum_congr rfl fun n _ => by rw [weight]; ring
    rw [hw]
    linear_combination (2 / (N : ℝ)) * hc
where
  pow_pos_of_ne {a : ℝ} (ha : a ≠ 0) : 0 < a ^ 2 := by positivity

/-- Noise-free data from `N ≥ 2` images return the true amplitude exactly. -/
theorem estimate_exact {N : ℕ} (hN : 2 ≤ N) (x u : ℝ) :
    estimate N x (fun n => u * transfer N x n) = u := by
  have hpos : (0 : ℝ) < N := by exact_mod_cast (by omega : 0 < N)
  have hc : (2 : ℝ) / N * (N / 2) = 1 := by field_simp
  have h : estimate N x (fun n => u * transfer N x n) = 2 / N * u * (N / 2) := by
    rw [← sum_transfer_sq hN x, estimate, Finset.mul_sum]
    exact Finset.sum_congr rfl fun n _ => by rw [weight]; ring
  rw [h]
  linear_combination u * hc

/-- For `N ≥ 2` images, any real weights that reproduce every noise-free amplitude have a sum of
squares of at least `2 / N`. -/
theorem noise_gain_optimal {N : ℕ} (hN : 2 ≤ N) (x : ℝ) (c : ℕ → ℝ)
    (hc : ∑ n ∈ Finset.range N, c n * transfer N x n = 1) :
    2 / (N : ℝ) ≤ ∑ n ∈ Finset.range N, c n ^ 2 := by
  have hpos : (0 : ℝ) < N := by exact_mod_cast (by omega : 0 < N)
  -- Cauchy-Schwarz between the weights and the transfer values
  have h := Finset.sum_mul_sq_le_sq_mul_sq (Finset.range N) c (transfer N x)
  rw [hc, sum_transfer_sq hN x] at h
  rw [div_le_iff₀ hpos]
  linarith

/-- For complex data from `N ≥ 2` images, every complex amplitude other than the recovered one
has a strictly larger sum of squared deviations. -/
theorem complex_recovery {N : ℕ} (hN : 2 ≤ N) (x : ℝ) (d : ℕ → ℂ) (u : ℂ)
    (hu : u ≠ complexEstimate N x d) :
    ∑ n ∈ Finset.range N, ‖d n - complexEstimate N x d * (transfer N x n : ℂ)‖ ^ 2 <
      ∑ n ∈ Finset.range N, ‖d n - u * (transfer N x n : ℂ)‖ ^ 2 := by
  have hpos : (0 : ℝ) < N := by exact_mod_cast (by omega : 0 < N)
  -- real and imaginary parts are fitted independently
  have split : ∀ v : ℂ, ∑ n ∈ Finset.range N, ‖d n - v * (transfer N x n : ℂ)‖ ^ 2 =
      misfit N x (fun n => (d n).re) v.re + misfit N x (fun n => (d n).im) v.im := by
    intro v
    rw [misfit, misfit, ← Finset.sum_add_distrib]
    refine Finset.sum_congr rfl fun n _ => ?_
    rw [Complex.sq_norm, Complex.normSq_apply]
    simp only [Complex.sub_re, Complex.sub_im, Complex.mul_re, Complex.mul_im,
      Complex.ofReal_re, Complex.ofReal_im]
    ring
  have hre : (complexEstimate N x d).re = estimate N x (fun n => (d n).re) := by
    simp [complexEstimate, estimate]
  have him : (complexEstimate N x d).im = estimate N x (fun n => (d n).im) := by
    simp [complexEstimate, estimate]
  have hsq := Complex.normSq_pos.mpr (sub_ne_zero.mpr hu)
  rw [Complex.normSq_apply, Complex.sub_re, Complex.sub_im, hre, him] at hsq
  have hgap := mul_pos (half_pos hpos) hsq
  have h1 := misfit_eq hN x (fun n => (d n).re) u.re
  have h2 := misfit_eq hN x (fun n => (d n).im) u.im
  rw [split, split, hre, him, h1, h2]
  linarith

/-- With a single image at aberration phase zero, the misfit is the same for all amplitudes. -/
theorem single_image_gap (d : ℕ → ℝ) (u v : ℝ) : misfit 1 0 d u = misfit 1 0 d v := by
  simp [misfit, transfer]

end

end FocalSeries
```

```lean
#print axioms FocalSeries.focal_series_recovery
#print axioms FocalSeries.noise_gain_optimal
#print axioms FocalSeries.complex_recovery
#print axioms FocalSeries.single_image_gap
```

```
'FocalSeries.focal_series_recovery' depends on axioms: [propext, Classical.choice, Quot.sound]
'FocalSeries.noise_gain_optimal' depends on axioms: [propext, Classical.choice, Quot.sound]
'FocalSeries.complex_recovery' depends on axioms: [propext, Classical.choice, Quot.sound]
'FocalSeries.single_image_gap' depends on axioms: [propext, Classical.choice, Quot.sound]
```

## What is guaranteed for known phases π/N apart

The definitions `transfer`, `weight`, `estimate` and `misfit` are \(t_n\), \(w_n\), \(\hat u\) and \(F\). Data are functions on all natural numbers, but `Finset.range N` uses only the entries \(0,\dots,N-1\). The hypothesis `hN : 2 ≤ N` is the requirement of at least two images; `x` and `d` are otherwise arbitrary.

The main theorem, `focal_series_recovery`, says that every real `u` different from `estimate N x d` has a strictly larger misfit, and that the squared weights sum to \(2/N\). The consequences above are `estimate_exact`, `noise_gain_optimal` and `complex_recovery`; the last uses `complexEstimate` and complex norms.

The proof follows the derivation closely:

- In `sum_cos_double_phase`, induction on the number of terms establishes the telescoping identity `tel`. The step `hend` identifies the end points up to a full period, and the positive factor \(2\sin(\pi/N)\) is then removed.
- `sum_transfer_sq` applies the double-angle formula to each term.
- In `misfit_eq`, `hE` relates the data correlation to the estimate, `expand` writes the misfit as a quadratic, and `ring` completes the square.
- `focal_series_recovery` combines this parabola with the positivity of a nonzero square, and evaluates the gain from the total squared transfer.
- `noise_gain_optimal` applies Mathlib's Cauchy–Schwarz inequality, while `split` in `complex_recovery` separates real and imaginary parts.

The bound \(N\ge2\) can't be relaxed to \(N\ge1\). For one image at \(x=0\), the transfer is zero and \(F(u)=d_0^2\) for every \(u\), so there is no unique minimizer. This is `single_image_gap`.

The model is linear and has one unknown amplitude per fit. It contains no damping envelope, no nonlinear image terms, no image misalignment and no error in \(x\). Noise enters the file only through the sum of squared weights; reading that sum as a variance factor relies on the equal, uncorrelated noise assumed above. The theorems concern real and complex numbers, so floating-point rounding needs its own analysis.
